# Second-order Schrieffer-Wolff algebra for operators graded by double occupancy

## Question

Write [X,Y] = XY − YX. Let D be the double occupancy of a Hubbard cluster, U ≠ 0 the on-site repulsion, and split the remaining terms of the Hamiltonian into T₁, Tm and T₀, which raise D by one, lower it by one and conserve it:

[D,T₁] = T₁,  [D,Tm] = −Tm,  [D,T₀] = 0.

The claim is that S₁ = (T₁ − Tm)/U obeys [S₁,UD] = −(T₁ + Tm), that ½[S₁,T₁ + Tm] = [T₁,Tm]/U, and that this operator commutes with D. I would like this stated and proved in Lean 4 with Mathlib from the commutation relations alone, carried on to the effective Hamiltonian at second order, and checked on a two-site example.

## Answer

### Modelling choices

The operators are elements of an associative algebra `A` over a field `K`. No Hilbert space, dimension or norm is fixed, so matrices and operators on a common invariant domain are both covered. The commutator is `opComm X Y`, the product UD is `U • D`, and division by U is multiplication by `U⁻¹`. The three relations are the hypotheses `opComm D T₁ = T₁`, `opComm D Tm = -Tm` and `opComm D T₀ = 0`. They are assumed, not derived from creation and annihilation operators, and nothing else about D is used: it need not be Hermitian or have an integer spectrum. The hypothesis `[CharZero K]` appears exactly where the factor ½ enters a theorem.

The sign convention is H' = e^S H e^(−S), whose commutator series begins with H + [S,H] + ½[S,[S,H]]. The definition `truncatedConj` is these three terms and nothing more. The Schrieffer-Wolff transformation in its usual sense also includes the unitary e^S, the full conjugation series, the projection onto a low-energy subspace and control of the neglected terms, and none of these is part of the theorems here.

The other definitions are

S₁ = (T₁ − Tm)/U   (`generator`)

S₂ = ([T₁,T₀] + [Tm,T₀])/U²   (`generator₂`)

W = [T₁,Tm]/U   (`exchange`)

The adjoint † is `star`, on scalars and on operators. On real matrices it is the transpose.

These identities are the algebraic core of the second-order strong-coupling expansion of a Hubbard model, restricted to the case of a single energy scale U, an unperturbed part equal to UD, and perturbations that change D by at most one.

### Derivation by hand

Grades add under commutators. Suppose [D,X] = mX and [D,Y] = nY. The Jacobi identity, written as a product rule, gives

[D,[X,Y]] = [[D,X],Y] + [X,[D,Y]] = m[X,Y] + n[X,Y] = (m + n)[X,Y].

With m = 1 and n = −1 this yields [D,[T₁,Tm]] = 0, and hence [D,W] = 0.

For the first-order generator the factors U and 1/U cancel:

[S₁,UD] = [T₁ − Tm, D] = −[D,T₁] + [D,Tm] = −T₁ − Tm.

The second-order identity needs only bilinearity and antisymmetry:

[T₁ − Tm, T₁ + Tm] = [T₁,T₁] + [T₁,Tm] − [Tm,T₁] − [Tm,Tm] = 2[T₁,Tm].

Dividing by 2U gives ½[S₁,T₁ + Tm] = W. This completes the main claim.

The equation [S,UD] = −(T₁ + Tm) has other solutions. For any S,

[S,UD] − [S₁,UD] = [S − S₁, UD] = −U[D, S − S₁].

Since U ≠ 0, S solves the equation if and only if S − S₁ commutes with D.

Now let U be real and T₁† = Tm, so that Tm† = T₁. Then

(T₁ − Tm)† = Tm − T₁,

(T₁Tm − TmT₁)† = Tm†T₁† − T₁†Tm† = T₁Tm − TmT₁.

Dividing by the real number U gives S₁† = −S₁ and W† = W.

When T₀ is present, S₁ alone leaves the term [S₁,T₀] at second order, and S₂ is built to remove it. Put P = [T₁,T₀] and Q = [Tm,T₀]. By the grade rule [D,P] = P and [D,Q] = −Q, so

[S₂,UD] = −(1/U)([D,P] + [D,Q]) = −(P − Q)/U = −[T₁ − Tm, T₀]/U = −[S₁,T₀].

The ordering in powers of t holds for arbitrary operators. Take S = tS₁ + t²S₂ and H = H₀ + tV, and abbreviate G = S₁ + tS₂, so that S = tG. Then

[S,H] = t[S₁,H₀] + t²([S₂,H₀] + [G,V]) = t[S₁,H₀] + t²([S₂,H₀] + [S₁,V]) + t³[S₂,V],

½[S,[S,H]] = ½t²[G,[S₁,H₀]] + ½t³[G, [S₂,H₀] + [G,V]].

Splitting G in the first term of the last line and collecting powers gives

H + [S,H] + ½[S,[S,H]] = H₀ + t(V + [S₁,H₀]) + t²([S₂,H₀] + [S₁,V] + ½[S₁,[S₁,H₀]]) + t³R,

R = [S₂,V] + ½[S₂,[S₁,H₀]] + ½[G, [S₂,H₀] + [G,V]].

Insert H₀ = UD and V = T₀ + T₁ + Tm. At first order

V + [S₁,UD] = T₀.

At second order

−[S₁,T₀] + [S₁,T₀] + [S₁,T₁ + Tm] − ½[S₁,T₁ + Tm] = ½[S₁,T₁ + Tm] = W.

The truncated series is therefore UD + tT₀ + t²W + t³R, and

[D, UD + tT₀ + t²W] = t[D,T₀] + t²[D,W] = 0.

The example is the half-filled ionic dimer with Sz = 0, where t now denotes the hopping amplitude and the two site energies are Δ/2 and −Δ/2, in the basis |↑,↓⟩, |↓,↑⟩, |↑↓,0⟩, |0,↑↓⟩. Here D = diag(0,0,1,1) and T₀ = diag(0,0,Δ,−Δ). The matrix T₁ has only a lower-left 2×2 block B, both of whose rows are (−t, t), and Tm has only the upper-right block Bᵀ. Because D vanishes on the first two states and is the identity on the last two, DT₁ = T₁ and T₁D = 0, while DTm = 0 and TmD = Tm, which are the two grading relations. D and T₀ are both diagonal and commute. Also T₁T₀ = 0, and the entry of T₀T₁ between |↑↓,0⟩ and |↑,↓⟩ is −Δt, so [T₁,T₀] has the entry Δt there. Finally T₁Tm has the block BBᵀ = 2t²(1, 1; 1, 1) on the doubly occupied states, and TmT₁ has the block BᵀB = 2t²(1, −1; −1, 1) on the singly occupied states. Thus UW = [T₁,Tm] equals 2t² times the block-diagonal matrix with blocks (−1, 1; 1, −1) and (1, 1; 1, 1).

### The Lean file

```lean
import Mathlib

open scoped Matrix

namespace SchriefferWolffHubbard

noncomputable section

/-- The commutator `[X, Y] = XY - YX` of two operators. -/
def opComm {A : Type*} [Ring A] (X Y : A) : A := X * Y - Y * X

/-- The commutator series `H + [S, H] + ½ [S, [S, H]]`, cut after the double commutator. -/
def truncatedConj (K : Type*) {A : Type*} [Field K] [Ring A] [Algebra K A] (S H : A) : A :=
  H + opComm S H + (1 / 2 : K) • opComm S (opComm S H)

variable {K A : Type*} [Field K] [Ring A] [Algebra K A]

/-- The first-order Schrieffer-Wolff generator `S₁ = (T₁ - Tm) / U`. -/
def generator (U : K) (T₁ Tm : A) : A := U⁻¹ • (T₁ - Tm)

/-- The second-order generator `S₂ = ([T₁, T₀] + [Tm, T₀]) / U²`. -/
def generator₂ (U : K) (T₀ T₁ Tm : A) : A := U⁻¹ ^ 2 • (opComm T₁ T₀ + opComm Tm T₀)

/-- The second-order exchange operator `[T₁, Tm] / U`. -/
def exchange (U : K) (T₁ Tm : A) : A := U⁻¹ • opComm T₁ Tm

/-- The operator multiplying `t³` in the truncated series for `S = t S₁ + t² S₂` and
`H = H₀ + t V`; it is a polynomial in `t`. -/
def remainder (t : K) (S₁ S₂ H₀ V : A) : A :=
  opComm S₂ V + (1 / 2 : K) • opComm S₂ (opComm S₁ H₀)
    + (1 / 2 : K) • opComm (S₁ + t • S₂) (opComm S₂ H₀ + opComm (S₁ + t • S₂) V)

/-- If `X` changes `D` by `m` and `Y` changes `D` by `n`, then `[X, Y]` changes `D`
by `m + n`. -/
theorem opComm_grade {D X Y : A} {m n : K} (hX : opComm D X = m • X)
    (hY : opComm D Y = n • Y) : opComm D (opComm X Y) = (m + n) • opComm X Y := by
  -- Jacobi identity
  have key : opComm D (opComm X Y) = opComm (opComm D X) Y + opComm X (opComm D Y) := by
    unfold opComm
    noncomm_ring
  rw [key, hX, hY]
  simp only [opComm, smul_mul_assoc, mul_smul_comm]
  module

/-- For `U ≠ 0`, `[D, T₁] = T₁` and `[D, Tm] = -Tm`, the first-order generator satisfies `[S₁, U D] = -(T₁ + Tm)`. -/
theorem generator_comm {U : K} (hU : U ≠ 0) {D T₁ Tm : A}
    (h₁ : opComm D T₁ = T₁) (hm : opComm D Tm = -Tm) :
    opComm (generator U T₁ Tm) (U • D) = -(T₁ + Tm) := by
  have key : opComm (generator U T₁ Tm) (U • D)
      = (U⁻¹ * U) • (opComm D Tm - opComm D T₁) := by
    simp only [opComm, generator, smul_mul_assoc, mul_smul_comm, sub_mul, mul_sub]
    module
  rw [key, h₁, hm, inv_mul_cancel₀ hU, one_smul]
  abel

/-- For any two operators, `½ [T₁ - Tm, T₁ + Tm] = [T₁, Tm]`. -/
theorem half_opComm [CharZero K] (T₁ Tm : A) :
    (1 / 2 : K) • opComm (T₁ - Tm) (T₁ + Tm) = opComm T₁ Tm := by
  simp only [opComm, sub_mul, mul_sub, add_mul, mul_add]
  module

/-- If `T₁` raises and `Tm` lowers `D` by one, then `[T₁, Tm]` commutes with `D`. -/
theorem opComm_up_down {R : Type*} [Ring R] {D T₁ Tm : R}
    (h₁ : opComm D T₁ = T₁) (hm : opComm D Tm = -Tm) : opComm D (opComm T₁ Tm) = 0 := by
  have key : opComm D (opComm T₁ Tm)
      = opComm (opComm D T₁) Tm + opComm T₁ (opComm D Tm) := by
    unfold opComm
    noncomm_ring
  rw [key, h₁, hm]
  unfold opComm
  noncomm_ring

/-- Schrieffer-Wolff algebra: `S₁ = (T₁ - Tm)/U` satisfies `[S₁, U D] = -(T₁ + Tm)` and
`½ [S₁, T₁ + Tm] = [T₁, Tm]/U`, and `[T₁, Tm]/U` commutes with `D`,
for `U ≠ 0` and any `D`, `T₁`, `Tm` with `[D, T₁] = T₁` and `[D, Tm] = -Tm`. -/
theorem schriefferWolff [CharZero K] {U : K} (hU : U ≠ 0) {D T₁ Tm : A}
    (h₁ : opComm D T₁ = T₁) (hm : opComm D Tm = -Tm) :
    opComm (generator U T₁ Tm) (U • D) = -(T₁ + Tm) ∧
    (1 / 2 : K) • opComm (generator U T₁ Tm) (T₁ + Tm) = exchange U T₁ Tm ∧
    opComm D (exchange U T₁ Tm) = 0 := by
  refine ⟨generator_comm hU h₁ hm, ?_, ?_⟩
  · have pull : opComm (generator U T₁ Tm) (T₁ + Tm)
        = U⁻¹ • opComm (T₁ - Tm) (T₁ + Tm) := by
      simp only [opComm, generator, smul_mul_assoc, mul_smul_comm]
      module
    unfold exchange
    rw [pull, smul_comm (1 / 2 : K) U⁻¹, half_opComm]
  · have pull : ∀ C : A, opComm D (U⁻¹ • C) = U⁻¹ • opComm D C := by
      intro C
      simp only [opComm, smul_mul_assoc, mul_smul_comm]
      module
    unfold exchange
    rw [pull, opComm_up_down h₁ hm, smul_zero]

/-- For `U ≠ 0`, `[D, T₁] = T₁` and `[D, Tm] = -Tm`, an operator `S` solves `[S, U D] = -(T₁ + Tm)` exactly when `S - S₁` commutes
with `D`. -/
theorem generator_unique {U : K} (hU : U ≠ 0) {D T₁ Tm : A}
    (h₁ : opComm D T₁ = T₁) (hm : opComm D Tm = -Tm) (S : A) :
    opComm S (U • D) = -(T₁ + Tm) ↔ opComm D (S - generator U T₁ Tm) = 0 := by
  have lin : ∀ G : A, opComm S (U • D) - opComm G (U • D) = -(U • opComm D (S - G)) := by
    intro G
    simp only [opComm, smul_mul_assoc, mul_smul_comm, sub_mul, mul_sub]
    module
  have key := lin (generator U T₁ Tm)
  rw [generator_comm hU h₁ hm] at key
  constructor
  · intro h
    rw [h, sub_self] at key
    have h0 : U • opComm D (S - generator U T₁ Tm) = 0 := neg_eq_zero.mp key.symm
    calc opComm D (S - generator U T₁ Tm)
        = U⁻¹ • U • opComm D (S - generator U T₁ Tm) := (inv_smul_smul₀ hU _).symm
      _ = 0 := by rw [h0, smul_zero]
  · intro h
    rw [h, smul_zero, neg_zero] at key
    exact sub_eq_zero.mp key

/-- For real nonzero `U` and `T₁† = Tm`, the operator `S` with `U S = T₁ - Tm` is anti-Hermitian and
the operator `W` with `U W = [T₁, Tm]` is Hermitian. -/
theorem generator_antiHermitian [StarRing K] [StarRing A] [StarModule K A]
    {U : K} (hU : U ≠ 0) (hUr : star U = U) {T₁ Tm S W : A} (hT : star T₁ = Tm)
    (hS : U • S = T₁ - Tm) (hW : U • W = opComm T₁ Tm) :
    star S = -S ∧ star W = W := by
  have cancel : ∀ x y : A, U • x = U • y → x = y := by
    intro x y h
    calc x = U⁻¹ • U • x := (inv_smul_smul₀ hU x).symm
      _ = U⁻¹ • U • y := by rw [h]
      _ = y := inv_smul_smul₀ hU y
  have hT' : star Tm = T₁ := by rw [← hT, star_star]
  -- a real scalar passes through the adjoint
  have pull : ∀ x : A, U • star x = star (U • x) := by
    intro x
    rw [star_smul, hUr]
  constructor
  · apply cancel
    rw [pull, hS, smul_neg, hS, star_sub, hT, hT']
    abel
  · apply cancel
    rw [pull, hW]
    simp only [opComm, star_sub, star_mul, hT, hT']

/-- If in addition `T₀` commutes with `D`, then `[S₂, U D] = -[S₁, T₀]`. -/
theorem generator₂_comm {U : K} (hU : U ≠ 0) {D T₀ T₁ Tm : A} (h₀ : opComm D T₀ = 0)
    (h₁ : opComm D T₁ = T₁) (hm : opComm D Tm = -Tm) :
    opComm (generator₂ U T₀ T₁ Tm) (U • D) = -opComm (generator U T₁ Tm) T₀ := by
  -- `[T₁, T₀]` raises and `[Tm, T₀]` lowers `D` by one
  have up : opComm D (opComm T₁ T₀) = opComm T₁ T₀ := by
    have := opComm_grade (D := D) (X := T₁) (Y := T₀) (m := (1 : K)) (n := 0)
      (by rw [h₁, one_smul]) (by rw [h₀, zero_smul])
    rw [this, add_zero, one_smul]
  have down : opComm D (opComm Tm T₀) = -opComm Tm T₀ := by
    have := opComm_grade (D := D) (X := Tm) (Y := T₀) (m := (-1 : K)) (n := 0)
      (by rw [hm, neg_smul, one_smul]) (by rw [h₀, zero_smul])
    rw [this, add_zero, neg_smul, one_smul]
  have key : ∀ P Q : A, opComm (U⁻¹ ^ 2 • (P + Q)) (U • D)
      = -((U⁻¹ * U) • U⁻¹ • (opComm D P + opComm D Q)) := by
    intro P Q
    simp only [opComm, smul_mul_assoc, mul_smul_comm, add_mul, mul_add]
    module
  unfold generator₂
  rw [key, up, down, inv_mul_cancel₀ hU, one_smul]
  simp only [generator, opComm, smul_mul_assoc, mul_smul_comm, sub_mul, mul_sub]
  module

/-- Exact ordering in powers of `t` of the truncated series for `S = t S₁ + t² S₂` and
`H = H₀ + t V`. -/
theorem truncatedConj_expansion [CharZero K] (t : K) (S₁ S₂ H₀ V : A) :
    truncatedConj K (t • S₁ + t ^ 2 • S₂) (H₀ + t • V)
      = H₀ + t • (V + opComm S₁ H₀)
        + t ^ 2 • (opComm S₂ H₀ + opComm S₁ V + (1 / 2 : K) • opComm S₁ (opComm S₁ H₀))
        + t ^ 3 • remainder t S₁ S₂ H₀ V := by
  simp only [truncatedConj, remainder, opComm, smul_mul_assoc, mul_smul_comm, add_mul,
    mul_add, sub_mul, mul_sub, mul_assoc]
  module

/-- Assume `U ≠ 0`, `[D, T₀] = 0`, `[D, T₁] = T₁` and `[D, Tm] = -Tm`.
For `H = U D + t (T₀ + T₁ + Tm)` and `S = t S₁ + t² S₂` the truncated series equals
`U D + t T₀ + t² [T₁, Tm]/U` plus `t³` times the remainder, and the part up to `t²`
commutes with `D`. -/
theorem effective_hamiltonian [CharZero K] {U : K} (hU : U ≠ 0) (t : K) {D T₀ T₁ Tm : A}
    (h₀ : opComm D T₀ = 0) (h₁ : opComm D T₁ = T₁) (hm : opComm D Tm = -Tm) :
    truncatedConj K (t • generator U T₁ Tm + t ^ 2 • generator₂ U T₀ T₁ Tm)
        (U • D + t • (T₀ + T₁ + Tm))
      = U • D + t • T₀ + t ^ 2 • exchange U T₁ Tm
        + t ^ 3 • remainder t (generator U T₁ Tm) (generator₂ U T₀ T₁ Tm) (U • D)
            (T₀ + T₁ + Tm) ∧
    opComm D (U • D + t • T₀ + t ^ 2 • exchange U T₁ Tm) = 0 := by
  constructor
  · -- first order: `T₁ + Tm` cancels
    have e₁ : T₀ + T₁ + Tm + opComm (generator U T₁ Tm) (U • D) = T₀ := by
      rw [generator_comm hU h₁ hm]
      abel
    -- second order: `[S₁, T₀]` cancels against `[S₂, U D]`
    have e₂ : opComm (generator₂ U T₀ T₁ Tm) (U • D)
        + opComm (generator U T₁ Tm) (T₀ + T₁ + Tm)
        + (1 / 2 : K) • opComm (generator U T₁ Tm) (opComm (generator U T₁ Tm) (U • D))
        = exchange U T₁ Tm := by
      rw [generator_comm hU h₁ hm, generator₂_comm hU h₀ h₁ hm]
      simp only [opComm, generator, exchange, smul_mul_assoc, mul_smul_comm, add_mul,
        mul_add, sub_mul, mul_sub, mul_neg, neg_mul]
      module
    rw [truncatedConj_expansion, e₁, e₂]
  · have key : ∀ C : A, opComm D (U • D + t • T₀ + t ^ 2 • C)
        = t • opComm D T₀ + t ^ 2 • opComm D C := by
      intro C
      simp only [opComm, smul_mul_assoc, mul_smul_comm, add_mul, mul_add]
      module
    rw [key, h₀, (schriefferWolff hU h₁ hm).2.2, smul_zero, smul_zero, add_zero]

/-- Double occupancy of the half-filled dimer in the basis
`|↑,↓⟩, |↓,↑⟩, |↑↓,0⟩, |0,↑↓⟩`. -/
def dimerD : Matrix (Fin 4) (Fin 4) ℝ := !![0, 0, 0, 0; 0, 0, 0, 0; 0, 0, 1, 0; 0, 0, 0, 1]

/-- Staggered site potential of the ionic dimer, `±Δ` on the doubly occupied states. -/
def dimerStagger (Δ : ℝ) : Matrix (Fin 4) (Fin 4) ℝ :=
  !![0, 0, 0, 0; 0, 0, 0, 0; 0, 0, Δ, 0; 0, 0, 0, -Δ]

/-- Dimer hopping of amplitude `t` from singly to doubly occupied states. -/
def dimerUp (t : ℝ) : Matrix (Fin 4) (Fin 4) ℝ :=
  !![0, 0, 0, 0; 0, 0, 0, 0; -t, t, 0, 0; -t, t, 0, 0]

/-- Dimer hopping of amplitude `t` from doubly to singly occupied states. -/
def dimerDown (t : ℝ) : Matrix (Fin 4) (Fin 4) ℝ :=
  !![0, 0, -t, -t; 0, 0, t, t; 0, 0, 0, 0; 0, 0, 0, 0]

/-- The ionic Hubbard dimer satisfies `[D, T₀] = 0`, `[D, T₁] = T₁`, `[D, Tm] = -Tm` and
`T₁† = Tm`, with `[T₁, T₀] ≠ 0` for nonzero `t` and `Δ`. -/
theorem dimer_witness {t Δ : ℝ} (ht : t ≠ 0) (hΔ : Δ ≠ 0) :
    opComm dimerD (dimerStagger Δ) = 0 ∧
    opComm dimerD (dimerUp t) = dimerUp t ∧
    opComm dimerD (dimerDown t) = -dimerDown t ∧
    star (dimerUp t) = dimerDown t ∧
    opComm (dimerUp t) (dimerStagger Δ) ≠ 0 := by
  refine ⟨?_, ?_, ?_, ?_, ?_⟩
  · ext i j
    fin_cases i <;> fin_cases j <;>
      simp [opComm, dimerD, dimerStagger]
  · ext i j
    fin_cases i <;> fin_cases j <;>
      simp [opComm, dimerD, dimerUp]
  · ext i j
    fin_cases i <;> fin_cases j <;>
      simp [opComm, dimerD, dimerDown]
  · ext i j
    fin_cases i <;> fin_cases j <;> simp [Matrix.star_apply, dimerUp, dimerDown]
  · intro h
    have h20 := congrFun (congrFun h 2) 0
    simp [opComm, dimerUp, dimerStagger, ht, hΔ] at h20

/-- For the dimer, `U` times the exchange operator is `2 t²` times a block-diagonal matrix
with block `(-1, 1; 1, -1)` on the singly and `(1, 1; 1, 1)` on the doubly occupied states. -/
theorem dimer_exchange {U : ℝ} (hU : U ≠ 0) (t : ℝ) :
    U • exchange U (dimerUp t) (dimerDown t)
      = (2 * t ^ 2) • (!![-1, 1, 0, 0; 1, -1, 0, 0; 0, 0, 1, 1; 0, 0, 1, 1] :
          Matrix (Fin 4) (Fin 4) ℝ) := by
  unfold exchange
  rw [smul_inv_smul₀ hU]
  ext i j
  fin_cases i <;> fin_cases j <;>
    simp [opComm, dimerUp, dimerDown, Matrix.mul_apply, Fin.sum_univ_four] <;> ring

end

end SchriefferWolffHubbard
```

```lean
#print axioms SchriefferWolffHubbard.schriefferWolff
#print axioms SchriefferWolffHubbard.generator_antiHermitian
#print axioms SchriefferWolffHubbard.effective_hamiltonian
#print axioms SchriefferWolffHubbard.dimer_exchange
```

```
'SchriefferWolffHubbard.schriefferWolff' depends on axioms: [propext, Classical.choice, Quot.sound]
'SchriefferWolffHubbard.generator_antiHermitian' depends on axioms: [propext, Classical.choice, Quot.sound]
'SchriefferWolffHubbard.effective_hamiltonian' depends on axioms: [propext, Classical.choice, Quot.sound]
'SchriefferWolffHubbard.dimer_exchange' depends on axioms: [propext, Classical.choice, Quot.sound]
```

### Remarks on the statements

The theorem `schriefferWolff` is the main claim as a conjunction of three equations, for every `U ≠ 0` in a field of characteristic zero and all `D`, `T₁`, `Tm` obeying the two grading relations. Its middle equation is proved without `hU`, `h₁` or `hm`, and the third without `hU`.

The theorem `generator_unique` is an equivalence, and it gives uniqueness only up to operators commuting with D. For instance S₁ + D is also a solution.

The theorem `generator_antiHermitian` is phrased for any S and W with `U • S = T₁ - Tm` and `U • W = opComm T₁ Tm`. For U ≠ 0 these equations single out S₁ and the exchange operator, but the statement does not mention `generator` or `exchange` by name. Reality of U is `star U = U`. D does not enter, and no adjoint property is stated for S₂. The theorem after it, `generator₂_comm`, does not build on these adjoint conditions, although its comment begins with "in addition": it assumes U ≠ 0 and the three grading relations, and nothing about adjoints.

In `truncatedConj_expansion` the operators S₁, S₂, H₀ and V are arbitrary, and the equation is exact for every t. The theorem `effective_hamiltonian` specialises it and adds that the part up to t² commutes with D. The operator `remainder` depends on t, and no bound on it is given, since the algebra carries no norm. It is the remainder of the three-term expression only. The triple commutator (1/6)[S,[S,[S,H]]] of the full series also starts at t³ and is not included, so R must not be read as the third-order effective Hamiltonian.

The letter t has two roles. In `effective_hamiltonian` it is a scalar multiplying T₀, T₁ and Tm together, whereas in `dimerUp t` and `dimerDown t` it is the hopping amplitude inside the matrices. In the dimer T₀ is a site potential and not a hopping term, so placing it in V treats Δ as being of the same order as the hopping. The dimer matrices are written down as definitions. Their signs correspond to hopping −t and to the states c†₁↑c†₂↓|0⟩, c†₁↓c†₂↑|0⟩, c†₁↑c†₁↓|0⟩, c†₂↑c†₂↓|0⟩, and T₀ corresponds to (Δ/2)(n₁ − n₂), but the file contains no fermion operators. The theorem `dimer_witness` shows that this system satisfies the three grading relations and T₁† = Tm with [T₁,T₀] ≠ 0 when t and Δ are nonzero, and `dimer_exchange` states the matrix of U times W.

A physical reading of that matrix, which no theorem in the file states, is as follows. On the singly occupied states W acts as (2t²/U)(−1, 1; 1, −1), with eigenvalue −4t²/U on the singlet (1, −1) and 0 on the triplet component (1, 1). This is the Sz = 0 block of J(s₁·s₂ − ¼) for two spins ½ with J = 4t²/U.

### Remarks on the hypotheses

At U = 0 the left side [S,UD] vanishes for every S, so the first equation fails whenever T₁ + Tm ≠ 0, as in the dimer with t ≠ 0. In characteristic two the bracket [T₁ − Tm, T₁ + Tm] = 2[T₁,Tm] is zero, so no multiple of it recovers a nonzero [T₁,Tm]. If the operators changed D by two, [D,T₁] = 2T₁ and [D,Tm] = −2Tm, the same S₁ would give −2(T₁ + Tm) and overshoot the cancellation. Without [D,T₀] = 0 the commutator of D with UD + tT₀ + t²W equals t[D,T₀], which is nonzero for t ≠ 0.

### Remarks on the proofs

Most lemmas share one pattern. A `simp only` call unfolds `opComm`, multiplies out the products and moves scalars to the front, and `module` then compares the coefficients of the resulting operator words. This is the bilinear expansion done by hand. The physical hypotheses enter by rewriting.

In `opComm_grade` the step `key` is the Jacobi identity, checked by `noncomm_ring`, after which `hX` and `hY` are substituted and the scalars collected. The lemma `opComm_up_down` repeats this argument for grades +1 and −1 in an arbitrary ring, where no scalars are needed. In `generator_comm` the step `key` brings the commutator to (U⁻¹U)([D,Tm] − [D,T₁]), and `inv_mul_cancel₀ hU` removes the prefactor. The lemma `half_opComm` is the four-term expansion divided by two. The main theorem assembles `generator_comm`, `half_opComm` and `opComm_up_down`, with each `pull` moving 1/U outside a commutator.

In `generator_unique` the identity `lin` is the difference formula for two candidates. The forward direction multiplies U[D, S − S₁] = 0 by 1/U, and the backward direction substitutes zero. In `generator_antiHermitian` both claims are multiplied by U through `cancel`, the real scalar is moved inside the adjoint by `pull`, and `star_mul` supplies the reversal of products.

In `generator₂_comm` the steps `up` and `down` are `opComm_grade` with grades (1, 0) and (−1, 0), giving [D,P] = P and [D,Q] = −Q, and `key` isolates the factor U⁻¹U for general P and Q, which `inv_mul_cancel₀ hU` then removes. The proof of `truncatedConj_expansion` expands both sides completely and compares them, without the intermediate grouping used above. In `effective_hamiltonian` the steps `e₁` and `e₂` are the first-order and second-order lines of the derivation, substituted into that expansion, and the commutation with D uses `h₀` and the third part of `schriefferWolff`.

The dimer theorems compare the sixteen matrix entries one at a time. For the inequality, `h20` extracts the entry in row 2 and column 0, counted from zero, which is the entry Δt found by hand and contradicts `ht` and `hΔ` if it vanishes. In `dimer_exchange` the factor U first cancels 1/U, leaving [T₁,Tm] to be multiplied out.
